# Closed form of the surface spectral integral of a half-infinite tight-binding chain, for energies off the band

## Chain, band and the variable $x$

A half-infinite chain has sites $m = 1, 2, 3, \dots$, one orbital per site, orthonormal orbitals, on-site energy zero and real nearest-neighbour hopping $h \neq 0$. The quantity of interest is the Green function at its end site, $m = 1$, at a complex energy $z$.

The Hamiltonian $H$ has matrix element $+h$ between neighbours, so the band is $2h\cos k$ with $0 \le k \le \pi$ and the lattice spacing set to one. Codes that write the hopping as $-t$ should put $h = -t$. The letter $h$ is neither Planck's constant nor the Hamiltonian.

A hard wall at site $0$ selects the standing waves $\sqrt{2/\pi}\,\sin(mk)$. At the end site their spectral weight is $(2/\pi)\sin^2 k$.

The energy is parametrised by a complex number $x$ with $0 < |x| < 1$:

$$z = h\left(x + \frac{1}{x}\right).$$

Here $x$ is the factor by which a solution at energy $z$ changes from one site to the next, and $|x| < 1$ means that it decays into the chain. Some texts call it $\lambda$ or write it as $e^{ik}$ with complex $k$.

With these conventions, $z - 2h\cos k \neq 0$ for every real $k$, and

$$\int_0^\pi \frac{2}{\pi}\,\frac{\sin^2 k}{z - 2h\cos k}\,dk = \frac{x}{h}.$$

## Lead self-energies and the choice of root

A transport code can replace a lead by a self-energy on the device site that it touches. For a non-interacting, single-orbital lead of this kind, attached at its end site through a real hopping $t_c$ and with no overlap between lead and device orbitals, the self-energy is $t_c^2\,x/h$. The surface value $x/h$ itself can serve as a reference for an iterative surface Green function routine run on this chain at the same complex $z$.

The code is given $z$ and has to find $x$ from $x^2 - (z/h)x + 1 = 0$. The two roots have product $1$. If both had modulus $1$, then $x = e^{i\theta}$ and $z = 2h\cos\theta$ would lie on the band. Off the band, exactly one root therefore has modulus below $1$, and that is the root to take. For $h = 1$ and $z = 5/2$ the roots are $1/2$ and $2$, and the integral is $1/2$. Selecting by modulus avoids relying on the branch convention of a complex square root.

## From cosine moments to the surface value

**The denominator.** Let $D(k) = 1 - 2x\cos k + x^2$. Multiplying $z - 2h\cos k$ by $x$ gives

$$z - 2h\cos k = \frac{h\,D(k)}{x}, \qquad D(k) = (1 - xe^{ik})(1 - xe^{-ik}).$$

Each factor has modulus at least $1 - |x|$, so $|D(k)| \ge (1-|x|)^2 > 0$.

**A recurrence.** Define

$$J(a) = \int_0^\pi \frac{\cos(ak)}{D(k)}\,dk.$$

Since $\cos((a+1)k) + \cos((a-1)k) = 2\cos k\cos(ak)$, the numerators combine to $D(k)\cos(ak)$, and

$$(1+x^2)J(a) - xJ(a+1) - xJ(a-1) = \int_0^\pi \cos(ak)\,dk.$$

The right side is $\pi$ for $a = 0$ and zero for every other integer $a$.

**Excluding the growing solution.** Let $r_n = J(n+1) - xJ(n)$ for $n \ge 0$. The recurrence at $a = n+1$ has no source and rearranges to $r_n = x\,r_{n+1}$. Repeating this $N$ times gives $r_n = x^N r_{n+N}$. Every moment satisfies $|J(a)| \le C$ with $C = \pi/(1-|x|)^2$, so

$$|r_n| \le 2C|x|^N \to 0 \quad (N \to \infty).$$

Hence $r_n = 0$, that is, $J(n+1) = xJ(n)$.

**The first moment.** At $a = 0$, evenness gives $J(-1) = J(1) = xJ(0)$. The recurrence becomes $(1+x^2)J(0) - 2x^2J(0) = \pi$, so

$$J(n) = \frac{\pi x^n}{1-x^2}.$$

**Two sites.** Let $G(m, m+d)$ be the spectral integral with $\sin^2 k$ replaced by $\sin(mk)\sin((m+d)k)$. This product equals $\tfrac12[\cos(dk) - \cos((2m+d)k)]$, so

$$G(m,m+d) = \frac{x}{h\pi}\,[J(d) - J(2m+d)] = \frac{x^{d+1}(1-x^{2m})}{h(1-x^2)}.$$

At $m = 1$, $d = 0$ the factor $1-x^2$ cancels and $x/h$ remains.

## The Lean source

```lean
import Mathlib

open scoped Real Topology
open MeasureTheory Filter

namespace SurfaceGreenSpectral

noncomputable section

/-- Spectral integral for the Green function between sites `m` and `n` of a half-infinite chain with
hopping `h`, built from the standing waves `sin (m k)`. It is meant for energies `z` that differ
from `2 h cos k` for every real `k`. -/
def green (h : ℝ) (z : ℂ) (m n : ℕ) : ℂ :=
  ∫ k in (0 : ℝ)..π, (2 / π : ℂ) * (Real.sin (m * k) * Real.sin (n * k)) /
    (z - 2 * h * Real.cos k)

/-- Cosine moment of the inverse of `1 - 2 x cos k + x²` over half the Brillouin zone,
for `|x| < 1`. -/
def moment (x : ℂ) (a : ℝ) : ℂ :=
  ∫ k in (0 : ℝ)..π, (Real.cos (a * k) : ℂ) / (1 - 2 * x * Real.cos k + x ^ 2)

/-- For `|x| < 1` and real `k` the denominator `1 - 2 x cos k + x²` is bounded below in modulus by
`(1 - |x|)²`. -/
theorem denominator_bound {x : ℂ} (hx : ‖x‖ < 1) (k : ℝ) :
    (1 - ‖x‖) ^ 2 ≤ ‖1 - 2 * x * (Real.cos k : ℂ) + x ^ 2‖ := by
  -- factor into a term with `exp (i k)` and a term with `exp (-i k)`
  have fac : 1 - 2 * x * (Real.cos k : ℂ) + x ^ 2 =
      (1 - x * Complex.exp (k * Complex.I)) * (1 - x * Complex.exp (-k * Complex.I)) := by
    have e : Complex.exp (k * Complex.I) * Complex.exp (-k * Complex.I) = 1 := by
      rw [← Complex.exp_add]; simp
    rw [Complex.ofReal_cos, Complex.cos]
    linear_combination (-x ^ 2) * e
  have g : ∀ w : ℂ, ‖w‖ = 1 → 1 - ‖x‖ ≤ ‖1 - x * w‖ := by
    intro w hw
    have := norm_sub_norm_le (1 : ℂ) (x * w)
    rwa [norm_one, norm_mul, hw, mul_one] at this
  have h2 := Complex.norm_exp_ofReal_mul_I (-k)
  rw [Complex.ofReal_neg] at h2
  rw [fac, norm_mul, sq]
  exact mul_le_mul (g _ (Complex.norm_exp_ofReal_mul_I k)) (g _ h2) (by linarith)
    (norm_nonneg _)

/-- For `|x| < 1` the integrand of every cosine moment is integrable. -/
theorem moment_integrable {x : ℂ} (hx : ‖x‖ < 1) (a : ℝ) :
    IntervalIntegrable (fun k : ℝ => (Real.cos (a * k) : ℂ) /
      (1 - 2 * x * Real.cos k + x ^ 2)) volume 0 π :=
  Continuous.intervalIntegrable (Continuous.div (by fun_prop) (by fun_prop) fun k =>
    norm_pos_iff.mp (lt_of_lt_of_le (pow_pos (sub_pos.mpr hx) 2) (denominator_bound hx k))) _ _

/-- The integral of `cos (a k)` from `0` to `π` is `π` for `a = 0` and vanishes for every other
integer `a`. -/
theorem cos_integral (a : ℤ) :
    ∫ k in (0 : ℝ)..π, (Real.cos (a * k) : ℂ) = if a = 0 then (π : ℂ) else 0 := by
  rw [intervalIntegral.integral_ofReal]
  split_ifs with ha
  · subst ha; simp
  · have ha' : (a : ℝ) ≠ 0 := by exact_mod_cast ha
    rw [intervalIntegral.integral_comp_mul_left Real.cos ha', integral_cos]
    simp [Real.sin_int_mul_pi]

/-- For `|x| < 1` neighbouring cosine moments obey a three-term recurrence whose source is the
integral of `cos (a k)`. -/
theorem moment_recurrence {x : ℂ} (hx : ‖x‖ < 1) (a : ℝ) :
    (1 + x ^ 2) * moment x a - x * moment x (a + 1) - x * moment x (a - 1) =
      ∫ k in (0 : ℝ)..π, (Real.cos (a * k) : ℂ) := by
  have hi := moment_integrable hx
  unfold moment
  rw [← intervalIntegral.integral_const_mul, ← intervalIntegral.integral_const_mul,
    ← intervalIntegral.integral_const_mul, ← intervalIntegral.integral_sub,
    ← intervalIntegral.integral_sub]
  · refine intervalIntegral.integral_congr fun k _ => ?_
    have hD : 1 - 2 * x * (Real.cos k : ℂ) + x ^ 2 ≠ 0 :=
      norm_pos_iff.mp (lt_of_lt_of_le (pow_pos (sub_pos.mpr hx) 2) (denominator_bound hx k))
    have r : Real.cos ((a + 1) * k) + Real.cos ((a - 1) * k) =
        2 * Real.cos k * Real.cos (a * k) := by
      rw [add_mul, sub_mul, one_mul, Real.cos_add, Real.cos_sub]; ring
    have t : (Real.cos ((a + 1) * k) : ℂ) + Real.cos ((a - 1) * k) =
        2 * Real.cos k * Real.cos (a * k) := by
      rw [← Complex.ofReal_add, r, Complex.ofReal_mul, Complex.ofReal_mul, Complex.ofReal_ofNat]
    rw [← mul_div_assoc, ← mul_div_assoc, ← mul_div_assoc, ← sub_div, ← sub_div, div_eq_iff hD]
    linear_combination (-x) * t
  · exact ((hi a).const_mul (1 + x ^ 2)).sub ((hi (a + 1)).const_mul x)
  · exact (hi (a - 1)).const_mul x
  · exact (hi a).const_mul (1 + x ^ 2)
  · exact (hi (a + 1)).const_mul x

/-- For `|x| < 1` and every natural number `n`, the cosine moment at `n + 1` is `x` times the one at
`n`. -/
theorem moment_step {x : ℂ} (hx : ‖x‖ < 1) (n : ℕ) :
    moment x (n + 1) = x * moment x n := by
  have step : ∀ m : ℕ, moment x (m + 1) - x * moment x m =
      x * (moment x (m + 1 + 1) - x * moment x (m + 1)) := by
    intro m
    have r := moment_recurrence hx ((m : ℝ) + 1)
    have c := cos_integral ((m : ℤ) + 1)
    rw [if_neg (show ¬((m : ℤ) + 1 = 0) by omega)] at c
    simp only [Int.cast_add, Int.cast_natCast, Int.cast_one] at c
    rw [c, add_sub_cancel_right] at r
    linear_combination r
  have iter : ∀ N : ℕ, moment x (n + 1) - x * moment x n =
      x ^ N * (moment x (n + N + 1) - x * moment x (n + N)) := by
    intro N
    induction N with
    | zero => simp
    | succ N ih =>
      have s := step (n + N)
      simp only [Nat.cast_add, Nat.cast_one] at s ⊢
      rw [← add_assoc]
      linear_combination ih + x ^ N * s
  -- all moments share one bound, which excludes the growing solution
  obtain ⟨C, hC⟩ : ∃ C : ℝ, ∀ a, ‖moment x a‖ ≤ C := by
    refine ⟨1 / (1 - ‖x‖) ^ 2 * |π - 0|, fun a => ?_⟩
    refine intervalIntegral.norm_integral_le_of_norm_le_const fun k _ => ?_
    rw [norm_div, Complex.norm_real, Real.norm_eq_abs]
    exact div_le_div₀ zero_le_one (Real.abs_cos_le_one _) (pow_pos (sub_pos.mpr hx) 2)
      (denominator_bound hx k)
  have b : ∀ N : ℕ, ‖moment x (n + 1) - x * moment x n‖ ≤ ‖x‖ ^ N * (C + C) := by
    intro N
    rw [iter N, norm_mul, norm_pow]
    refine mul_le_mul_of_nonneg_left ?_ (pow_nonneg (norm_nonneg x) N)
    have h1 := norm_sub_le (moment x (n + N + 1)) (x * moment x (n + N))
    rw [norm_mul] at h1
    have h2 := mul_le_of_le_one_left (norm_nonneg (moment x (n + N))) hx.le
    linarith [hC (n + N + 1), hC (n + N)]
  have t := (tendsto_pow_atTop_nhds_zero_of_lt_one (norm_nonneg x) hx).mul_const (C + C)
  rw [zero_mul] at t
  exact sub_eq_zero.mp (norm_le_zero_iff.mp (ge_of_tendsto' t b))

/-- For `|x| < 1` the `n`-th cosine moment, multiplied by `1 - x²`, equals `π xⁿ`. -/
theorem moment_closed {x : ℂ} (hx : ‖x‖ < 1) (n : ℕ) :
    (1 - x ^ 2) * moment x n = π * x ^ n := by
  induction n with
  | zero =>
    have r := moment_recurrence hx 0
    have c := cos_integral 0
    have s := moment_step hx 0
    have even : moment x (0 - 1) = moment x (0 + 1) := by
      rw [show (0 : ℝ) - 1 = -(0 + 1) by norm_num]
      unfold moment
      simp only [neg_mul, Real.cos_neg]
    rw [if_pos rfl, Int.cast_zero] at c
    rw [c, even] at r
    rw [Nat.cast_zero] at s ⊢
    linear_combination r + 2 * x * s
  | succ n ih =>
    simp only [Nat.cast_add, Nat.cast_one]
    rw [moment_step hx]
    linear_combination x * ih


/-- For `h ≠ 0`, `0 < |x| < 1` and energy `h (x + 1/x)`, the spectral integral between sites `m`
and `m + d`, multiplied by `h (1 - x²)`, equals `x ^ (d + 1) (1 - x ^ (2 m))`. -/
theorem green_closed {h : ℝ} {x : ℂ} (hh : h ≠ 0) (hx0 : x ≠ 0) (hx : ‖x‖ < 1) (m d : ℕ) :
    h * (1 - x ^ 2) * green h (h * (x + 1 / x)) m (m + d) =
      x ^ (d + 1) * (1 - x ^ (2 * m)) := by
  have hhc : (h : ℂ) ≠ 0 := by exact_mod_cast hh
  have hpi : (π : ℂ) ≠ 0 := by exact_mod_cast Real.pi_ne_zero
  have key : green h (h * (x + 1 / x)) m (m + d) =
      x / (h * π) * (moment x d - moment x (2 * m + d : ℕ)) := by
    unfold green moment
    rw [← intervalIntegral.integral_sub (moment_integrable hx _) (moment_integrable hx _),
      ← intervalIntegral.integral_const_mul]
    refine intervalIntegral.integral_congr fun k _ => ?_
    have hz : (h : ℂ) * (x + 1 / x) - 2 * h * Real.cos k =
        h * (1 - 2 * x * Real.cos k + x ^ 2) / x := by
      rw [eq_div_iff hx0]
      linear_combination (h : ℂ) * one_div_mul_cancel hx0
    have r : Real.sin (m * k) * Real.sin ((m + d : ℕ) * k) =
        (Real.cos (d * k) - Real.cos ((2 * m + d : ℕ) * k)) / 2 := by
      rw [show (d : ℝ) * k = (m + d : ℕ) * k - m * k by push_cast; ring,
        show ((2 * m + d : ℕ) : ℝ) * k = (m + d : ℕ) * k + m * k by push_cast; ring,
        Real.cos_sub, Real.cos_add]
      ring
    rw [hz, ← Complex.ofReal_mul (Real.sin _) (Real.sin _), r, Complex.ofReal_div,
      Complex.ofReal_sub, Complex.ofReal_ofNat]
    generalize 1 - 2 * x * (Real.cos k : ℂ) + x ^ 2 = D
    rw [div_div_eq_mul_div]
    ring
  have c1 : (h : ℂ) * (x / (h * π)) = x / π := by field_simp
  have c2 : x / (π : ℂ) * π = x := div_mul_cancel₀ x hpi
  rw [key]
  linear_combination (1 - x ^ 2) * (moment x d - moment x (2 * m + d : ℕ)) * c1 +
    x / π * (moment_closed hx d - moment_closed hx (2 * m + d)) +
    (x ^ d - x ^ (2 * m + d)) * c2

/-- Closed form of the surface spectral integral: for `h ≠ 0`, `0 < |x| < 1` and `z = h (x + 1/x)`,
the denominator `z - 2 h cos k` vanishes for no real `k` and the integral over the surface spectral
weight equals `x / h`. -/
theorem surface_green_spectral {h : ℝ} {x z : ℂ} (hh : h ≠ 0) (hx0 : x ≠ 0) (hx : ‖x‖ < 1)
    (hz : z = h * (x + 1 / x)) :
    (∀ k : ℝ, z - 2 * h * Real.cos k ≠ 0) ∧
      ∫ k in (0 : ℝ)..π, (2 / π : ℂ) * (Real.sin k : ℂ) ^ 2 / (z - 2 * h * Real.cos k) =
        x / h := by
  subst hz
  have hhc : (h : ℂ) ≠ 0 := by exact_mod_cast hh
  constructor
  · intro k e
    have hD : (h : ℂ) * (1 - 2 * x * Real.cos k + x ^ 2) = 0 := by
      linear_combination x * e - (h : ℂ) * one_div_mul_cancel hx0
    have b := denominator_bound hx k
    rw [(mul_eq_zero.mp hD).resolve_left hhc, norm_zero] at b
    linarith [pow_pos (sub_pos.mpr hx) 2]
  · have hx2 : 1 - x ^ 2 ≠ 0 := fun e => by
      have e1 : ‖x‖ ^ 2 = 1 := by rw [← norm_pow, ← sub_eq_zero.mp e, norm_one]
      nlinarith [norm_nonneg x]
    -- the surface site is m = 1, d = 0
    have g := green_closed hh hx0 hx 1 0
    have e : green h (h * (x + 1 / x)) 1 (1 + 0) = ∫ k in (0 : ℝ)..π,
        (2 / π : ℂ) * (Real.sin k : ℂ) ^ 2 / (h * (x + 1 / x) - 2 * h * Real.cos k) := by
      unfold green
      simp only [add_zero, Nat.cast_one, one_mul, ← sq]
    rw [← e, eq_div_iff hhc]
    apply mul_left_cancel₀ hx2
    linear_combination g

end

end SurfaceGreenSpectral
```

```lean
#print axioms SurfaceGreenSpectral.surface_green_spectral
```

```
'SurfaceGreenSpectral.surface_green_spectral' depends on axioms: [propext, Classical.choice, Quot.sound]
```

## What the theorem says and where it stops

The final theorem, `surface_green_spectral`, takes a real `h` and complex `x` and `z`. Its hypotheses are `hh : h ≠ 0`, `hx0 : x ≠ 0`, `hx : ‖x‖ < 1` and the energy relation `hz`. The conclusion has two parts. The first says that the denominator is nonzero at every real `k`, not only on the interval of integration. The second is the integral identity. Together with continuity, the first part ensures that the integral is an ordinary one, with no division by zero hidden in it.

The definition `green h z m n` is the two-site spectral integral, including the normalisation $2/\pi$. `green_closed` evaluates it for sites `m` and `m + d`, in a form multiplied by the nonzero number $h(1-x^2)$. The case `m = 0` is allowed and gives zero, as the hard wall requires. The definition `moment x a` is $J(a)$; despite its name, it is not a moment of the density of states.

The step left to physics is the identification of `green` with a matrix element of $(z-H)^{-1}$. The argument is short. Applying $z - H$ to the integral in its first site index, and using $\sin((m+1)k) + \sin((m-1)k) = 2\cos k\sin(mk)$, cancels the denominator. Orthogonality of the standing waves then leaves $1$ for equal sites and $0$ otherwise. The integrals are also square-summable in the first site index, being sine coefficients of a bounded function of $k$, and off the band $z - H$ is invertible on square-summable sequences, so they are the matrix elements of its inverse. This argument is ordinary mathematics accompanying the Lean theorems, which are about the integral itself.

The result has these limits for a code:

- Energies on the band have $|x| = 1$ and are excluded. With $z = E + i\eta$ and real $E$, any nonzero real $\eta$ is admissible; positive $\eta$ gives the retarded function. The limit $\eta \to 0$ is a separate matter.
- The lead is a uniform, non-interacting chain with one orbital per site. A nonzero uniform on-site energy has to be subtracted from $z$ first. Leads with several coupled orbitals per site are not covered by this scalar formula unless they separate into independent chains of this kind.
- The identity concerns exact complex numbers. It gives no error estimate for a quadrature rule, a root finder or floating-point arithmetic.

## How the lemmas carry the calculation

`denominator_bound` proves the factorisation from $e^{ik}e^{-ik} = 1$ and bounds each factor by the reverse triangle inequality. `moment_integrable` uses this bound to show that the integrands are continuous, which allows integrals to be added and subtracted.

`cos_integral` evaluates the source term. `moment_recurrence` merges the three moments into one integral and compares integrands through `intervalIntegral.integral_congr`. After the denominator is cleared, `linear_combination` finishes with the cosine addition formula.

`moment_step` contains the limiting argument. Its local statement `step` is $r_n = x\,r_{n+1}$, `iter` is the $N$-fold version by induction, and `hC` is the common bound on the moments. The estimate `b` and the convergence $|x|^N \to 0$ then force $r_n = 0$. No series is expanded, so no sum and integral have to be interchanged.

`moment_closed` obtains $(1-x^2)J(n) = \pi x^n$ by induction, with evenness of the cosine used in the base case. In `green_closed`, the statement `key` is the product-to-sum step that writes the Green function as a difference of two moments. The final theorem gets the nonvanishing denominator from `denominator_bound`, sets `m = 1` and `d = 0` in `green_closed`, and cancels $1-x^2$, which is nonzero because $|x| < 1$.
